# Bounding the entropy of fractionally occupied orthonormal orbitals by the trace of P − P²

A purification code can report a small value of $\mathrm{Tr}(P-P^2)$ for its one-particle density matrix $P$, but without a bound that links this number to the entropy, it does not tell how much entropy the occupations may still carry. The Lean file below treats the entropy of independent fermion levels, for orthonormal orbitals with occupations between 0 and 1. It bounds this entropy from below through that trace and from above through the trace and the number of orbitals, and shows that the entropy vanishes exactly when $P^2=P$.

```lean
import Mathlib

open Matrix

namespace OccupationEntropy

noncomputable section

/-- The entropy of one level with occupation `x` in `[0,1]`, in units of the Boltzmann constant. -/
def levelEntropy (x : ℝ) : ℝ := -x * Real.log x - (1 - x) * Real.log (1 - x)

/-- The total entropy of finitely many levels with occupations `n i`. -/
def totalEntropy {k : Type*} [Fintype k] (n : k → ℝ) : ℝ := ∑ i, levelEntropy (n i)

/-- The one-particle density matrix with orbitals in the columns of `C` and occupations `n`. -/
def densityMatrix {m k : Type*} [Fintype k] [DecidableEq k]
    (C : Matrix m k ℂ) (n : k → ℝ) : Matrix m m ℂ :=
  C * diagonal (fun i => (n i : ℂ)) * Cᴴ

/-- For an occupation in `[0,1]`, the entropy of a level is at least twice the product of its
occupation and its vacancy. -/
theorem levelEntropy_lower {x : ℝ} (h0 : 0 ≤ x) (h1 : x ≤ 1) :
    2 * (x * (1 - x)) ≤ levelEntropy x := by
  have key : ∀ y : ℝ, 0 ≤ y → y * (1 - y) ≤ -(y * Real.log y) := by
    intro y hy
    rcases hy.eq_or_lt with h | h
    · simp [← h]
    · have := mul_le_mul_of_nonneg_left (Real.log_le_sub_one_of_pos h) hy
      linarith
  have hp := key x h0
  have hh := key (1 - x) (by linarith)
  unfold levelEntropy
  linarith

/-- For an occupation in `[0,1]`, the entropy of a level is at most twice the geometric mean of its
occupation and its vacancy. -/
theorem levelEntropy_upper {x : ℝ} (h0 : 0 ≤ x) (h1 : x ≤ 1) :
    levelEntropy x ≤ 2 * √(x * (1 - x)) := by
  -- the logarithm is estimated at the inverse square root of `y`
  have key : ∀ y : ℝ, 0 ≤ y → -(y * Real.log y) ≤ 2 * (√y - y) := by
    intro y hy
    rcases hy.eq_or_lt with h | h
    · simp [← h]
    · have ha : 0 < √y := Real.sqrt_pos.2 h
      have hlog := Real.log_le_sub_one_of_pos (inv_pos.2 ha)
      rw [Real.log_inv, Real.log_sqrt hy] at hlog
      have hdiv : y * (√y)⁻¹ = √y := by
        rw [← div_eq_mul_inv, div_eq_iff ha.ne']
        exact (Real.mul_self_sqrt hy).symm
      have := mul_le_mul_of_nonneg_left hlog hy
      rw [mul_sub, hdiv] at this
      linarith
  have hp := key x h0
  have hh := key (1 - x) (by linarith)
  have ha : √x ≤ 1 := Real.sqrt_le_iff.2 ⟨by norm_num, by linarith⟩
  have hb : √(1 - x) ≤ 1 := Real.sqrt_le_iff.2 ⟨by norm_num, by linarith⟩
  have hab := mul_nonneg (sub_nonneg.2 ha) (sub_nonneg.2 hb)
  rw [Real.sqrt_mul h0]
  unfold levelEntropy
  linarith

variable {m k : Type*} [Fintype m] [Fintype k]

/-- For occupations in `[0,1]` the total entropy vanishes exactly when every level is empty
or full. -/
theorem totalEntropy_eq_zero_iff {n : k → ℝ} (hn : ∀ i, 0 ≤ n i ∧ n i ≤ 1) :
    totalEntropy n = 0 ↔ ∀ i, n i = 0 ∨ n i = 1 := by
  have hq : ∀ i, 0 ≤ n i * (1 - n i) := fun i =>
    mul_nonneg (hn i).1 (sub_nonneg.2 (hn i).2)
  have hlow := fun i => levelEntropy_lower (hn i).1 (hn i).2
  unfold totalEntropy
  rw [Finset.sum_eq_zero_iff_of_nonneg (fun i _ => by linarith [hq i, hlow i])]
  constructor
  · intro h i
    have hi := h i (Finset.mem_univ i)
    have hz : n i * (1 - n i) = 0 := by linarith [hq i, hlow i]
    rcases mul_eq_zero.1 hz with h' | h'
    · exact Or.inl h'
    · exact Or.inr (by linarith)
  · intro h i _
    rcases h i with h' | h' <;> simp [levelEntropy, h']

/-- For occupations in `[0,1]` the total entropy is bounded below and above through the sum of `n i
* (1 - n i)` over the levels. -/
theorem totalEntropy_bounds {n : k → ℝ} (hn : ∀ i, 0 ≤ n i ∧ n i ≤ 1) :
    2 * ∑ i, n i * (1 - n i) ≤ totalEntropy n ∧
      totalEntropy n ≤ 2 * √(Fintype.card k * ∑ i, n i * (1 - n i)) := by
  constructor
  · rw [Finset.mul_sum]
    exact Finset.sum_le_sum fun i _ => levelEntropy_lower (hn i).1 (hn i).2
  · have hsum : totalEntropy n ≤ 2 * ∑ i, √(n i * (1 - n i)) := by
      rw [Finset.mul_sum]
      exact Finset.sum_le_sum fun i _ => levelEntropy_upper (hn i).1 (hn i).2
    -- Cauchy-Schwarz over the levels
    have hcs := sq_sum_le_card_mul_sum_sq (s := (Finset.univ : Finset k))
      (f := fun i => √(n i * (1 - n i)))
    have hsq : ∑ i, √(n i * (1 - n i)) ^ 2 = ∑ i, n i * (1 - n i) :=
      Finset.sum_congr rfl fun i _ =>
        Real.sq_sqrt (mul_nonneg (hn i).1 (sub_nonneg.2 (hn i).2))
    rw [hsq, Finset.card_univ] at hcs
    have := (le_abs_self _).trans (Real.abs_le_sqrt hcs)
    linarith

variable [DecidableEq k]

/-- For orthonormal orbitals, squaring the density matrix squares the occupations. -/
theorem densityMatrix_mul_self {C : Matrix m k ℂ} (hC : Cᴴ * C = 1) (n : k → ℝ) :
    densityMatrix C n * densityMatrix C n = densityMatrix C (fun i => n i ^ 2) := by
  unfold densityMatrix
  calc C * diagonal (fun i => (n i : ℂ)) * Cᴴ * (C * diagonal (fun i => (n i : ℂ)) * Cᴴ)
      = C * diagonal (fun i => (n i : ℂ)) * (Cᴴ * C) * diagonal (fun i => (n i : ℂ)) * Cᴴ := by
        simp only [Matrix.mul_assoc]
    _ = C * diagonal (fun i => ((n i ^ 2 : ℝ) : ℂ)) * Cᴴ := by
        rw [hC, Matrix.mul_one, Matrix.mul_assoc C, Matrix.diagonal_mul_diagonal]
        simp only [pow_two, Complex.ofReal_mul]

/-- For orthonormal orbitals, the trace of `P - P²` is the sum of `n i * (1 - n i)` over
the levels. -/
theorem trace_idempotency_error {C : Matrix m k ℂ} (hC : Cᴴ * C = 1) (n : k → ℝ) :
    (densityMatrix C n - densityMatrix C n * densityMatrix C n).trace
      = ((∑ i, n i * (1 - n i) : ℝ) : ℂ) := by
  have htr : ∀ f : k → ℝ, (densityMatrix C f).trace = ∑ i, (f i : ℂ) := by
    intro f
    unfold densityMatrix
    rw [Matrix.trace_mul_comm, ← Matrix.mul_assoc, hC, Matrix.one_mul, Matrix.trace_diagonal]
  rw [densityMatrix_mul_self hC, Matrix.trace_sub, htr, htr, ← Finset.sum_sub_distrib]
  push_cast
  exact Finset.sum_congr rfl fun i _ => by ring

/-- The entropy of a density matrix with orthonormal orbitals and occupations in `[0,1]` is
bounded below and above through the trace of `P - P²`. -/
theorem entropy_bounds_idempotency_error {C : Matrix m k ℂ} (hC : Cᴴ * C = 1)
    {n : k → ℝ} (hn : ∀ i, 0 ≤ n i ∧ n i ≤ 1) :
    2 * (densityMatrix C n - densityMatrix C n * densityMatrix C n).trace.re
        ≤ totalEntropy n ∧
      totalEntropy n ≤ 2 * √(Fintype.card k *
        (densityMatrix C n - densityMatrix C n * densityMatrix C n).trace.re) := by
  rw [trace_idempotency_error hC, Complex.ofReal_re]
  exact totalEntropy_bounds hn

/-- For orthonormal orbitals and occupations in `[0,1]`, the entropy vanishes exactly when the
density matrix is idempotent. -/
theorem entropy_eq_zero_iff_idempotent {C : Matrix m k ℂ} (hC : Cᴴ * C = 1)
    {n : k → ℝ} (hn : ∀ i, 0 ≤ n i ∧ n i ≤ 1) :
    totalEntropy n = 0 ↔ densityMatrix C n * densityMatrix C n = densityMatrix C n := by
  constructor
  · intro h
    have hocc := (totalEntropy_eq_zero_iff hn).1 h
    have hsq : (fun i => n i ^ 2) = n := by
      funext i
      rcases hocc i with h' | h' <;> simp [h']
    rw [densityMatrix_mul_self hC, hsq]
  · intro h
    -- both bounds collapse to zero
    have hb := entropy_bounds_idempotency_error hC hn
    rw [h, sub_self, Matrix.trace_zero, Complex.zero_re, mul_zero, mul_zero,
      Real.sqrt_zero, mul_zero] at hb
    exact le_antisymm hb.2 hb.1

/-- Two orbitals that mix two basis functions with real and imaginary coefficients. -/
def mixedOrbitals : Matrix (Fin 2) (Fin 2) ℂ :=
  !![⟨3 / 5, 0⟩, ⟨0, 4 / 5⟩; ⟨0, 4 / 5⟩, ⟨3 / 5, 0⟩]

/-- The two mixed orbitals are orthonormal. -/
theorem mixedOrbitals_witness : mixedOrbitalsᴴ * mixedOrbitals = 1 := by
  ext i j
  fin_cases i <;> fin_cases j <;>
    simp [mixedOrbitals, Matrix.mul_apply, Fin.sum_univ_succ, Complex.ext_iff] <;> norm_num

end

end OccupationEntropy
```

```lean
#print axioms OccupationEntropy.entropy_bounds_idempotency_error
#print axioms OccupationEntropy.entropy_eq_zero_iff_idempotent
```

```
'OccupationEntropy.entropy_bounds_idempotency_error' depends on axioms: [propext, Classical.choice, Quot.sound]
'OccupationEntropy.entropy_eq_zero_iff_idempotent' depends on axioms: [propext, Classical.choice, Quot.sound]
```

## Entropy confined by the idempotency error

Let $M$ orbitals have occupations $n_i\in[0,1]$, and let the columns of a matrix $C$ hold their coefficients in a finite basis. The density matrix is $P=C\,\mathrm{diag}(n)\,C^\dagger$, and the orbitals are orthonormal, $C^\dagger C=1$. The entropy of one level with occupation $x$, in units of the Boltzmann constant, is

$$s(x)=-x\ln x-(1-x)\ln(1-x),$$

and the total entropy is $S=\sum_i s(n_i)$. With $\delta=\mathrm{Tr}(P-P^2)$ for the idempotency error, `entropy_bounds_idempotency_error` states

$$2\delta\le S\le 2\sqrt{M\delta}.$$

The theorem `entropy_eq_zero_iff_idempotent` adds that $S=0$ if and only if $P^2=P$. In terms of the occupations alone, `totalEntropy_eq_zero_iff` says that $S=0$ if and only if every $n_i$ is 0 or 1.

The two bounds scale differently. For $M\ge1$ and an error per orbital $\varepsilon=\delta/M$, the entropy per orbital lies between $2\varepsilon$ and $2\sqrt{\varepsilon}$. At an error of $10^{-4}$ per orbital the upper bound is $0.02$ per orbital. The true maximum is much smaller: for given $M$ and $\delta$ the entropy is largest when all $n_i(1-n_i)$ are equal, here to $10^{-4}$, and it is then about $0.001$ per orbital. For a finite set of independent fermion levels, the upper bound limits the entropy term in an electronic free energy without the individual occupations having to be known.

## Orbitals, occupations and the basis in Lean

The type `m` labels the basis functions and `k` labels the orbitals. They are separate types, so `C : Matrix m k ℂ` may be rectangular, with fewer orbitals than basis functions. The number $M$ appears as `Fintype.card k`. The statements also hold with no orbitals at all, when $P$ and $S$ are both zero.

The hypothesis `hC : Cᴴ * C = 1` is orthonormality of the orbitals, with `Cᴴ` the conjugate transpose. It is written for an orthonormal basis. In an atomic-orbital basis with an overlap matrix, the coefficients have to be transformed to an orthonormal basis first.

The hypothesis `hn` places each occupation in $[0,1]$. This is the Pauli principle for a spin orbital, whose mean occupation can be neither negative nor larger than one. It also matters for reading the trace: an occupation outside the interval contributes a negative amount $n_i(1-n_i)$, which can cancel positive contributions from other levels and make $\delta$ look small. An approximate purification step that pushes eigenvalues out of $[0,1]$ falls outside the hypothesis.

The definition `levelEntropy` uses Lean's real logarithm, for which `Real.log 0 = 0`. The terms $0\ln 0$ at $x=0$ and $x=1$ are then zero, in agreement with the limit that physicists use.

The entropy is that of independent fermion levels, in which the particle term $-x\ln x$ comes with the hole term $-(1-x)\ln(1-x)$. It is defined through the occupations and not through a matrix logarithm of $P$. The occupations need not follow a Fermi–Dirac distribution, and neither a temperature nor a Hamiltonian enters. Correlation between electrons is not part of the model.

A Hermitian matrix with all eigenvalues in $[0,1]$ can be brought to the required form by diagonalisation, with $M$ equal to the size of the basis; the file starts from $C$ and $n$ and leaves that step to ordinary linear algebra.

## Two estimates of the logarithm for a single level

Both bounds on $s(x)$ come from $\ln z\le z-1$, valid for $z>0$.

For the lower bound, take $z=y$ and multiply by $-y$:

$$-y\ln y\ge y(1-y).$$

At $y=0$ both sides are zero. Setting $y=x$ gives the particle term and $y=1-x$ the hole term. Each contributes $x(1-x)$, so

$$s(x)\ge 2x(1-x).$$

In `levelEntropy_lower` the inequality for general $y$ is the local statement `key`. It treats $y=0$ separately and otherwise multiplies `Real.log_le_sub_one_of_pos` by $y$. The final `linarith` adds the two instances.

For the upper bound, take $z=1/\sqrt y$ with $y>0$. The logarithm becomes $-\tfrac12\ln y$, so

$$-\tfrac12\ln y\le\frac1{\sqrt y}-1.$$

Multiplication by $2y$ gives

$$-y\ln y\le 2(\sqrt y-y),$$

which again holds at $y=0$. Adding the cases $y=x$ and $y=1-x$ yields

$$s(x)\le 2\left(\sqrt x+\sqrt{1-x}-1\right).$$

Since neither square root exceeds 1,

$$0\le(1-\sqrt x)(1-\sqrt{1-x})=1-\sqrt x-\sqrt{1-x}+\sqrt{x(1-x)}.$$

Rearranged, this says $\sqrt x+\sqrt{1-x}-1\le\sqrt{x(1-x)}$, and therefore

$$s(x)\le 2\sqrt{x(1-x)}.$$

The proof of `levelEntropy_upper` has the same structure. Its `key` is the estimate for $-y\ln y$, where `hdiv` supplies $y/\sqrt y=\sqrt y$. The nonnegative product is `hab`, and `Real.sqrt_mul` splits $\sqrt{x(1-x)}$ into the two factors that occur in it.

At half occupation the three quantities are $\tfrac12$, $\ln2\approx0.693$ and $1$. At $x=0$ and $x=1$ all three are zero.

## Summation over the levels

Write $q_i=n_i(1-n_i)$, which is nonnegative. Summing the lower bound gives $S\ge2\sum_i q_i$. Summing the upper bound gives $S\le2\sum_i\sqrt{q_i}$, and the Cauchy–Schwarz inequality turns the sum of roots into a root of the sum:

$$\left(\sum_i\sqrt{q_i}\right)^2\le M\sum_i q_i.$$

Hence

$$2\sum_i q_i\le S\le2\sqrt{M\sum_i q_i}.$$

This is `totalEntropy_bounds`. The sums of single-level inequalities are formed by `Finset.sum_le_sum`, and Cauchy–Schwarz enters as `sq_sum_le_card_mul_sum_sq`. The step `hsq` replaces $(\sqrt{q_i})^2$ by $q_i$, and `Real.abs_le_sqrt` takes the root of the squared inequality.

The criterion for zero entropy needs only the lower bound. Every $s(n_i)$ is nonnegative, so if their sum vanishes, each of them vanishes. Then $0\le2q_i\le s(n_i)=0$, which forces $n_i(1-n_i)=0$ and so $n_i=0$ or $n_i=1$. Conversely, $s(0)=s(1)=0$. In `totalEntropy_eq_zero_iff`, the passage from the sum to its terms is `Finset.sum_eq_zero_iff_of_nonneg`, and `mul_eq_zero` separates the empty levels from the full ones.

## The occupations seen through the trace

Let $D=\mathrm{diag}(n)$. Orthonormality removes the middle factor in the square of the density matrix:

$$P^2=CD(C^\dagger C)DC^\dagger=CD^2C^\dagger.$$

Squaring $P$ thus squares the occupations and leaves the orbitals unchanged. This is `densityMatrix_mul_self`, whose `calc` block first regroups the product to expose `Cᴴ * C` and then replaces it by the identity.

The trace follows from cyclicity:

$$\mathrm{Tr}(CDC^\dagger)=\mathrm{Tr}(C^\dagger CD)=\mathrm{Tr}\,D=\sum_i n_i.$$

With $n_i^2$ in place of $n_i$, the same calculation gives $\mathrm{Tr}\,P^2=\sum_i n_i^2$. Subtraction leaves

$$\delta=\mathrm{Tr}(P-P^2)=\sum_i n_i(1-n_i).$$

In `trace_idempotency_error` the auxiliary statement `htr` computes the trace for an arbitrary list of real occupations, so that it serves for both terms. The matrices are complex, and the theorem shows that this trace equals a real number. Taking the real part `.re` in the entropy bounds therefore loses nothing. Neither this identity nor the one for $P^2$ requires the occupations to lie in $[0,1]$.

Inserting $\delta$ into the bounds for the levels gives $2\delta\le S\le2\sqrt{M\delta}$. The proof of `entropy_bounds_idempotency_error` is this substitution followed by `totalEntropy_bounds`.

## Zero entropy and idempotency

If $S=0$, every occupation is 0 or 1, so $n_i^2=n_i$ for each $i$. The formula for the square then gives $P^2=CD^2C^\dagger=CDC^\dagger=P$.

If instead $P^2=P$, then $\delta=0$, and the bounds read $0\le S\le0$. The proof of `entropy_eq_zero_iff_idempotent` follows these two directions. In the second, the rewriting turns both bounds into zero and `le_antisymm` combines them.

Physically, an idempotent $P$ of this kind projects onto the space of fully occupied orbitals, as the density matrix of a single Slater determinant does. Fractional occupations, such as those produced by thermal smearing, make both the entropy and the idempotency error positive.

## A pair of complex orthonormal orbitals

The matrix `mixedOrbitals` gives a concrete case of the orthonormality condition:

$$C=\frac15\begin{pmatrix}3&4i\\4i&3\end{pmatrix}.$$

Each column has squared norm $\tfrac{9}{25}+\tfrac{16}{25}=1$. The inner product of the first column with the second is

$$\frac35\cdot\frac{4i}5+\left(-\frac{4i}5\right)\cdot\frac35=0.$$

The minus sign comes from complex conjugation; with a plain transpose the result would be $24i/25$. The theorem `mixedOrbitals_witness` checks all four entries of $C^\dagger C$ in this way. The entropy bounds therefore apply to these two orbitals with any pair of occupations in $[0,1]$.
